# The threshold speed w/q + q/2 for energy loss by a free electron

To compute the inelastic scattering rate of an electron from a dielectric function, one integrates the loss function over momentum transfer at each energy loss \(w\). For a nonrelativistic electron of momentum \(k\) and energy \(E=\|k\|^2/2\) in an isotropic medium at zero temperature, in the first Born approximation and without exchange, the inverse mean free path per unit energy loss is, in atomic units,

\[
\frac{d\lambda^{-1}}{dw}=\frac{1}{\pi E}\int_{q_-}^{q_+}\frac{dq}{q}\,\operatorname{Im}\frac{-1}{\varepsilon(q,w)},\qquad q_\pm=\|k\|\pm\sqrt{\|k\|^2-2w}.
\]

The limits \(q_\pm\) come from energy and momentum conservation alone. They are derived below, together with the minimum speed for a given loss, for an electron with free-particle dispersion before and after the collision.

```lean
import Mathlib

open Real

namespace InelasticKinematics
```

## Loss events and the threshold

Momenta are vectors in \(\mathbb R^d\); \(d=3\) is the usual case. In atomic units the electron's momentum equals its velocity, so \(\|k\|\) is its speed.

```lean
/-- Momentum of an electron in `d` dimensions, in atomic units, where it equals the velocity. -/
abbrev Momentum (d : ℕ) := EuclideanSpace ℝ (Fin d)
```

An electron going from \(k\) to \(k'\) transfers momentum of magnitude \(q\) and loses energy \(w\) when

\[
\|k-k'\|=q,\qquad \tfrac12\left(\|k\|^2-\|k'\|^2\right)=w .
\]

`LossEvent k k' q w` is the conjunction of these two equations. It contains no scattering probability and no Pauli blocking of the final state.

```lean
variable {d : ℕ}

/-- An electron goes from momentum `k` to `k'`, transferring momentum of magnitude `q`
and losing kinetic energy `w`. -/
structure LossEvent (k k' : Momentum d) (q w : ℝ) : Prop where
  momentum : ‖k - k'‖ = q
  energy : (‖k‖ ^ 2 - ‖k'‖ ^ 2) / 2 = w
```

The speed to be compared with \(\|k\|\) is \(w/q+q/2\).

```lean
/-- The threshold speed `w/q + q/2` for energy loss `w` at momentum transfer `q`, for `q > 0` and
`w ≥ 0`. -/
noncomputable def threshold (q w : ℝ) : ℝ := w / q + q / 2
```

## Orienting the transfer

Put \(p=k-k'\). Expanding \(\|k-p\|^2=\|k\|^2-2\langle k,p\rangle+\|p\|^2\) gives

\[
\tfrac12\left(\|k\|^2-\|k'\|^2\right)=\langle k,p\rangle-\tfrac12\|p\|^2 .
\]

```lean
/-- The kinetic energy lost is the component of the transfer along `k`, times `‖k‖`, minus
the recoil term: `⟨k, p⟩ - ‖p‖²/2` with `p = k - k'`. -/
theorem energy_loss_eq (k k' : Momentum d) :
    (‖k‖ ^ 2 - ‖k'‖ ^ 2) / 2 = inner ℝ k (k - k') - ‖k - k'‖ ^ 2 / 2 := by
  rw [inner_sub_right, real_inner_self_eq_norm_sq, norm_sub_sq_real]
  ring
```

A loss \(w\) at transfer \(q\) therefore needs a vector \(p\) of length \(q\) with \(\langle k,p\rangle=c\), where \(c=w+q^2/2\). In at least two dimensions, such a \(p\) exists whenever \(|c|\le\|k\|q\). Choose \(u\ne0\) perpendicular to \(k\) and set

\[
p=a\,k+b\,u,\qquad a=\frac{c}{\|k\|^2},\qquad b^2\|u\|^2=q^2-\frac{c^2}{\|k\|^2}\ge0 .
\]

If \(k=0\), then \(c=0\), and \(a=0\) serves. Lean finds `u` in the kernel of the map \(p\mapsto\langle k,p\rangle\), which is nontrivial because \(d\ge2\). In one dimension \(p\) can only be \(\pm q\), and a speed above the threshold does not give the required loss.

```lean
/-- In at least two dimensions, a momentum transfer of magnitude `q ≥ 0` can be oriented so that
its inner product with `k` is any `c` with `|c| ≤ ‖k‖ q`. -/
theorem exists_transfer (hd : 2 ≤ d) (k : Momentum d) {q c : ℝ} (hq : 0 ≤ q)
    (hc : |c| ≤ ‖k‖ * q) : ∃ p : Momentum d, ‖p‖ = q ∧ inner ℝ k p = c := by
  -- a non-zero direction `u` perpendicular to `k`
  have hker : LinearMap.ker (innerₛₗ ℝ k) ≠ ⊥ := by
    apply LinearMap.ker_ne_bot_of_finrank_lt
    rw [Module.finrank_self, finrank_euclideanSpace_fin]
    omega
  obtain ⟨u, hu, hu0⟩ := Submodule.exists_mem_ne_zero_of_ne_bot hker
  have hku : inner ℝ k u = 0 := LinearMap.mem_ker.mp hu
  have hun : ‖u‖ ≠ 0 := norm_ne_zero_iff.mpr hu0
  -- the coefficient along `k` is fixed by `c`
  obtain ⟨a, ha, ha2⟩ : ∃ a : ℝ, a * ‖k‖ ^ 2 = c ∧ a ^ 2 * ‖k‖ ^ 2 ≤ q ^ 2 := by
    by_cases hk : k = 0
    · have hc0 : c = 0 := by simpa [hk] using hc
      exact ⟨0, by rw [hc0, zero_mul], by nlinarith [sq_nonneg q]⟩
    · have hkn : 0 < ‖k‖ := norm_pos_iff.mpr hk
      refine ⟨c / ‖k‖ ^ 2, by field_simp, ?_⟩
      have e : (c / ‖k‖ ^ 2) ^ 2 * ‖k‖ ^ 2 = c ^ 2 / ‖k‖ ^ 2 := by field_simp
      rw [e, div_le_iff₀ (by positivity)]
      have h := pow_le_pow_left₀ (abs_nonneg c) hc 2
      rw [sq_abs] at h
      nlinarith
  -- the coefficient along `u` supplies the remaining length
  obtain ⟨b, hb⟩ : ∃ b : ℝ, b ^ 2 * ‖u‖ ^ 2 = q ^ 2 - a ^ 2 * ‖k‖ ^ 2 := by
    refine ⟨√(q ^ 2 - a ^ 2 * ‖k‖ ^ 2) / ‖u‖, ?_⟩
    rw [div_pow, Real.sq_sqrt (by linarith)]
    field_simp
  refine ⟨a • k + b • u, ?_, ?_⟩
  · have hn : ‖a • k + b • u‖ ^ 2 = q ^ 2 := by
      rw [norm_add_sq_real, real_inner_smul_left, real_inner_smul_right, hku, norm_smul,
        norm_smul, mul_pow, mul_pow, Real.norm_eq_abs, Real.norm_eq_abs, sq_abs, sq_abs]
      linarith
    exact (sq_eq_sq₀ (norm_nonneg _) hq).mp hn
  · rw [inner_add_right, real_inner_smul_right, real_inner_smul_right, hku,
      real_inner_self_eq_norm_sq]
    linarith
```

## The condition on the speed

Multiplying by \(q>0\) turns the threshold condition into one without division:

\[
\frac wq+\frac q2\le v\iff w+\frac{q^2}2\le vq .
\]

```lean
/-- For `q > 0`, a speed `v` reaches the threshold exactly when `w + q²/2 ≤ v q`. -/
theorem threshold_le_iff {q w v : ℝ} (hq : 0 < q) :
    threshold q w ≤ v ↔ w + q ^ 2 / 2 ≤ v * q := by
  have hwq : w / q * q = w := by field_simp
  have h : threshold q w = (w + q ^ 2 / 2) / q := by
    unfold threshold
    rw [eq_div_iff hq.ne']
    linear_combination hwq
  rw [h, div_le_iff₀ hq]
```

If a loss event exists, Cauchy–Schwarz gives \(w+q^2/2=\langle k,p\rangle\le\|k\|q\). Conversely, if this inequality holds and \(w\ge0\), the construction above supplies \(p\), and \(k'=k-p\) is the final momentum.

```lean
/-- In at least two dimensions, an electron of momentum `k` can lose energy `w ≥ 0` with momentum
transfer `q > 0` if and only if its speed is at least `w/q + q/2`. -/
theorem loss_possible_iff (hd : 2 ≤ d) (k : Momentum d) {q w : ℝ} (hq : 0 < q) (hw : 0 ≤ w) :
    (∃ k', LossEvent k k' q w) ↔ threshold q w ≤ ‖k‖ := by
  rw [threshold_le_iff hq]
  constructor
  · rintro ⟨k', h1, h2⟩
    -- Cauchy-Schwarz bounds the energy that a transfer `q` can carry
    have hcs := real_inner_le_norm k (k - k')
    rw [energy_loss_eq, h1] at h2
    rw [h1] at hcs
    linarith
  · intro h
    obtain ⟨p, hp, hin⟩ := exists_transfer hd k (c := w + q ^ 2 / 2) hq.le
      (by rw [abs_of_nonneg (by positivity)]; exact h)
    refine ⟨k - p, ?_, ?_⟩
    · rw [sub_sub_cancel, hp]
    · rw [energy_loss_eq, sub_sub_cancel, hp, hin]
      ring
```

## The most favourable transfer

With \(s=\sqrt{2w}\), so that \(w=s^2/2\),

\[
\frac wq+\frac q2-s=\frac{(q-s)^2}{2q}\ge0 ,
\]

which vanishes exactly when \(q=s\). At \(w=0\) no positive \(q\) gives equality.

```lean
/-- For `q > 0` and `w ≥ 0` the threshold speed is at least `√(2w)`, with equality exactly at
`q = √(2w)`. -/
theorem sqrt_le_threshold {q w : ℝ} (hq : 0 < q) (hw : 0 ≤ w) :
    √(2 * w) ≤ threshold q w ∧ (threshold q w = √(2 * w) ↔ q = √(2 * w)) := by
  have hs : √(2 * w) ^ 2 = 2 * w := Real.sq_sqrt (by positivity)
  have hwq : w / q * q = w := by field_simp
  -- the excess over `√(2w)` is a square divided by `2q`
  have h : threshold q w - √(2 * w) = (q - √(2 * w)) ^ 2 / (2 * q) := by
    unfold threshold
    rw [eq_div_iff (by positivity)]
    linear_combination 2 * hwq - hs
  refine ⟨?_, ?_, ?_⟩
  · have h0 : 0 ≤ (q - √(2 * w)) ^ 2 / (2 * q) := by positivity
    linarith
  · intro e
    rw [e, sub_self] at h
    rcases div_eq_zero_iff.mp h.symm with h2 | h2
    · have h3 := (pow_eq_zero_iff two_ne_zero).mp h2
      linarith
    · exfalso
      linarith
  · intro e
    rw [← e] at h ⊢
    have h0 : (q - q) ^ 2 / (2 * q) = 0 := by simp
    linarith
```

For \(w>0\), some transfer therefore works exactly when \(\|k\|\ge\sqrt{2w}\), that is, when the electron has at least the energy \(w\) to lose. At the minimum speed it gives up all its momentum.

```lean
/-- In at least two dimensions, an electron can lose energy `w > 0` at some momentum transfer
`q > 0` if and only if its speed is at least `√(2w)`. -/
theorem loss_possible_at_some_transfer_iff (hd : 2 ≤ d) (k : Momentum d) {w : ℝ} (hw : 0 < w) :
    (∃ q, 0 < q ∧ ∃ k', LossEvent k k' q w) ↔ √(2 * w) ≤ ‖k‖ := by
  constructor
  · rintro ⟨q, hq, h⟩
    exact (sqrt_le_threshold hq hw.le).1.trans ((loss_possible_iff hd k hq hw.le).mp h)
  · intro h
    have hs : 0 < √(2 * w) := Real.sqrt_pos.mpr (by positivity)
    exact ⟨_, hs, (loss_possible_iff hd k hs hw.le).mpr
      (((sqrt_le_threshold hs hw.le).2.mpr rfl).le.trans h)⟩
```

## A plasmon with a momentum cutoff

A plasmon is well defined only up to some momentum \(q_c\), beyond which it decays into electron–hole pairs. Here \(q_c\) is given, and the plasmon energy \(w\) is the same at every \(q\), so dispersion is neglected. Suppose \(q_c<\sqrt{2w}\). For \(0<q\le q_c\) we have \(qq_c\le q_c^2<2w\), hence \(w/q\ge q_c/2\) and

\[
(q_c-q)\left(\frac wq-\frac{q_c}2\right)\ge0
\quad\Longrightarrow\quad
w+\frac{q_c^2}{2}\le\left(\frac wq+\frac q2\right)q_c .
\]

The threshold at \(q_c\) is thus the lowest available, and it lies strictly above \(\sqrt{2w}\). For \(w=0.5\) and \(q_c=0.5\), the minimum speed allowed by the conservation laws rises from 1 to 1.25. In a metal the final state must also be unoccupied, which can raise the minimum further.

```lean
/-- Suppose a plasmon of energy `w` exists only for momenta up to a cutoff `qc`, with
`0 < qc < √(2w)`. In at least two dimensions the minimum electron speed for exciting it is then
`w/qc + qc/2`, which is strictly above `√(2w)`. -/
theorem cutoff_raises_minimum_speed (hd : 2 ≤ d) {qc w : ℝ} (hqc : 0 < qc)
    (hcut : qc < √(2 * w)) :
    √(2 * w) < threshold qc w ∧ ∀ k : Momentum d,
      (∃ q, 0 < q ∧ q ≤ qc ∧ ∃ k', LossEvent k k' q w) ↔ threshold qc w ≤ ‖k‖ := by
  have hsq : qc ^ 2 < 2 * w := (Real.lt_sqrt hqc.le).mp hcut
  have hw : 0 ≤ w := by nlinarith [sq_nonneg qc]
  have hmin := sqrt_le_threshold hqc hw
  refine ⟨lt_of_le_of_ne hmin.1 (fun e => hcut.ne (hmin.2.mp e.symm)), fun k => ⟨?_, ?_⟩⟩
  · rintro ⟨q, hq, hle, h⟩
    refine le_trans ?_ ((loss_possible_iff hd k hq hw).mp h)
    -- below `√(2w)` the threshold decreases with `q`
    have hwq : w / q * q = w := by field_simp
    have ht : qc / 2 ≤ w / q := by
      rw [le_div_iff₀ hq]
      nlinarith [mul_le_mul_of_nonneg_left hle hqc.le]
    rw [threshold_le_iff hqc]
    unfold threshold
    nlinarith [mul_nonneg (sub_nonneg.2 hle) (sub_nonneg.2 ht)]
  · intro h
    exact ⟨qc, hqc, le_rfl, (loss_possible_iff hd k hqc hw).mpr h⟩
```

## The integration limits

At fixed \(k\), completing the square gives

\[
w+\frac{q^2}2\le\|k\|q\iff(q-\|k\|)^2\le\|k\|^2-2w .
\]

When \(\|k\|^2\ge2w\), taking the square root gives \(q_-\le q\le q_+\), with \(q>0\) assumed throughout.

```lean
/-- In at least two dimensions, for an electron with `‖k‖² ≥ 2w` and `w ≥ 0`, the momentum
transfers `q > 0` that allow the loss `w` are those between `‖k‖ - √(‖k‖² - 2w)` and
`‖k‖ + √(‖k‖² - 2w)`. -/
theorem allowed_transfers (hd : 2 ≤ d) (k : Momentum d) {q w : ℝ} (hq : 0 < q) (hw : 0 ≤ w)
    (hk : 2 * w ≤ ‖k‖ ^ 2) :
    (∃ k', LossEvent k k' q w) ↔
      ‖k‖ - √(‖k‖ ^ 2 - 2 * w) ≤ q ∧ q ≤ ‖k‖ + √(‖k‖ ^ 2 - 2 * w) := by
  rw [loss_possible_iff hd k hq hw, threshold_le_iff hq]
  constructor
  · intro h
    -- complete the square in `q`
    have h1 : (q - ‖k‖) ^ 2 ≤ ‖k‖ ^ 2 - 2 * w := by nlinarith
    have h2 := abs_le.mp (Real.abs_le_sqrt h1)
    constructor <;> linarith [h2.1, h2.2]
  · rintro ⟨h1, h2⟩
    have h3 : (q - ‖k‖) ^ 2 ≤ √(‖k‖ ^ 2 - 2 * w) ^ 2 :=
      sq_le_sq' (by linarith) (by linarith)
    rw [Real.sq_sqrt (by linarith)] at h3
    nlinarith

end InelasticKinematics
```

```lean
#print axioms InelasticKinematics.loss_possible_at_some_transfer_iff
#print axioms InelasticKinematics.cutoff_raises_minimum_speed
#print axioms InelasticKinematics.allowed_transfers
```

```
'InelasticKinematics.loss_possible_at_some_transfer_iff' depends on axioms: [propext, Classical.choice, Quot.sound]
'InelasticKinematics.cutoff_raises_minimum_speed' depends on axioms: [propext, Classical.choice, Quot.sound]
'InelasticKinematics.allowed_transfers' depends on axioms: [propext, Classical.choice, Quot.sound]
```

In the calculation, these limits are evaluated afresh for each \(w\) on the energy grid. For \(\|k\|=2\) and \(w=1.5\), the integral runs from \(q=1\) to \(q=3\). For a plasmon contribution with a cutoff, the upper limit becomes the smaller of \(q_+\) and \(q_c\), and the contribution is zero if \(q_c<q_-\).
